# An extra partial wave leaves the PAW transformation unchanged exactly when the old one already reproduces it

To test whether a PAW dataset has enough partial waves, I add one more wave to a channel and rerun the calculation. If the results stay put, I call the set converged. What bothers me is that the old projectors may not survive this step: in the update studied here, any that overlaps with the new pseudo wave has a multiple of the new projector subtracted, so that it ignores that wave. So the old terms of the PAW transformation can change too, and I'm not just adding a new one. Could the extra wave have a real effect that is hidden by the reshuffled projectors, or the other way round? What exactly does the comparison measure?

## The reshuffling leaves one term, proportional to f − T f̃

The corrections to the old projectors combine with the new term, and what remains is the error that the old transformation makes on the new wave. If it makes none, the extra wave leaves the transformation unchanged.

Let φ_i be the all-electron partial waves, φ̃_i their pseudo partners and p_i the projectors, with i running over a finite set. Inner products are linear in the second argument. The old transformation acts on a pseudo wave function x as

T x = x + Σ_i ⟨p_i, x⟩ (φ_i − φ̃_i).

Biorthogonality means ⟨p_i, φ̃_j⟩ = δ_ij. It gives T φ̃_j = φ_j, because only the term i = j survives and φ̃_j + (φ_j − φ̃_j) = φ_j.

Now add an all-electron wave f, its pseudo partner f̃ and a projector q, with ⟨q, f̃⟩ = 1 and ⟨q, φ̃_i⟩ = 0. The new projector thus reads off the amount of f̃ and doesn't respond to the old pseudo waves. The old projectors become

p'_i = p_i − ⟨f̃, p_i⟩ q.

A coefficient in the first argument is conjugated, so for every x

⟨p'_i, x⟩ = ⟨p_i, x⟩ − ⟨p_i, f̃⟩ ⟨q, x⟩.

Setting x = f̃ gives ⟨p'_i, f̃⟩ = 0, and setting x = φ̃_j gives ⟨p'_i, φ̃_j⟩ = δ_ij. The enlarged set is biorthogonal again, which is the purpose of the correction.

The new transformation is

T' x = x + Σ_i ⟨p'_i, x⟩ (φ_i − φ̃_i) + ⟨q, x⟩ (f − f̃).

Insert the corrected overlaps and collect everything that carries ⟨q, x⟩:

T' x = T x + ⟨q, x⟩ [ f − f̃ − Σ_i ⟨p_i, f̃⟩ (φ_i − φ̃_i) ].

The last two terms in the bracket are −T f̃, so

T' x = T x + ⟨q, x⟩ (f − T f̃).

If T f̃ = f, the second term vanishes for every x and T' = T. Conversely, if T' = T, evaluate at x = f̃, where ⟨q, f̃⟩ = 1:

T f̃ = T' f̃ = T f̃ + f − T f̃ = f.

Taking norms in the update formula also gives the size of the effect on a given x:

‖T' x − T x‖ = |⟨q, x⟩| ‖f − T f̃‖.

For a fixed pseudo wave function x, the change in the transformed function is therefore a product. A full rerun can also change x itself, which this formula doesn't cover. At fixed x, a small change can mean that the old set already handles the new wave well, but also that the state you looked at has little overlap with q. Only the first says something about the set itself.

A small case shows both outcomes. In the real plane take p = (1,0), φ̃ = (1,0), φ = (2,0), and add q = (0,1), f̃ = (1,1). The old projector overlaps with f̃, so it is corrected to (1,−1). The old transformation gives T f̃ = (2,1). With f = (2,1) the extra wave has no effect; with f = (2,3) it adds (0,2) times the second component of x. If there are no old waves at all, T is the identity, and the first wave is without effect only if f = f̃.

## What the Lean statements say

The space `E` is any real or complex inner-product space, of finite or infinite dimension, and `𝕜` is its field of scalars. The waves and projectors are families `φ`, `φt` and `p` of vectors in `E`, indexed by a finite type `ι`; `ft` stands for f̃. `transform` is the linear map T, and `Biorthogonal` is the overlap condition.

The enlarged set is indexed by `Option ι`, which holds the old indices as `some i` and one new index `none`. `addWave` puts the new wave at `none`, and `addProjector` puts q there and corrects the old projectors. T' is then the same `transform` applied to the enlarged families, so the update formula is derived and not built into a definition.

The theorems need different hypotheses:

- `biorthogonal_addWave` uses the old biorthogonality and both conditions on q.
- `transform_addWave`, the update formula, and `norm_transform_addWave_sub`, the size of the change, hold for arbitrary vectors.
- `transform_addWave_eq_iff` assumes only ⟨q, f̃⟩ = 1. Its left side is an equality of linear maps, so it concerns every x and not one chosen state. The equivalence fails for q = 0, where T' = T whatever f is.

For electronic-structure practice, this identifies what a partial-wave convergence test probes at the level of the transformation, for a finite set of waves and the projector update given above. One more radial function in a channel of angular momentum l adds 2l+1 partial waves on each atom of that kind, whereas the theorems add a single wave, so they apply to one wave at a time. The waves are abstract vectors: no radial equation, augmentation sphere or matching condition enters. Energies and the on-site terms of a PAW code are not treated either, so an unchanged T is a statement about transformed wave functions only.

```lean
import Mathlib

open Finset

namespace PAWPartialWaves

/-- A family of waves enlarged by one further wave `a`, which gets the index `none`. -/
def addWave {ι E : Type*} (w : ι → E) (a : E) : Option ι → E
  | none => a
  | some i => w i

variable (𝕜 : Type*) {ι E : Type*} [RCLike 𝕜] [NormedAddCommGroup E] [InnerProductSpace 𝕜 E]

/-- Projectors `p i` and pseudo partial waves `φt i` are biorthogonal: the overlap is one for
equal indices and zero for different ones. -/
def Biorthogonal (p φt : ι → E) : Prop :=
  (∀ i, inner 𝕜 (p i) (φt i) = 1) ∧ ∀ i j, i ≠ j → inner 𝕜 (p i) (φt j) = 0

/-- The projectors after a new projector `q` for the pseudo wave `ft` is added: each old
projector `p i` becomes `p i - ⟨ft, p i⟩ q`. -/
def addProjector (p : ι → E) (q ft : E) : Option ι → E
  | none => q
  | some i => p i - inner 𝕜 ft (p i) • q

/-- If `q` has overlap one with the new pseudo wave `ft` and zero with the old ones, a biorthogonal
set stays biorthogonal when it is enlarged by `q` and `ft` and its old projectors are corrected as
in `addProjector`. -/
theorem biorthogonal_addWave {p φt : ι → E} {q ft : E} (h : Biorthogonal 𝕜 p φt)
    (hq : inner 𝕜 q ft = 1) (h0 : ∀ i, inner 𝕜 q (φt i) = 0) :
    Biorthogonal 𝕜 (addProjector 𝕜 p q ft) (addWave φt ft) := by
  refine ⟨?_, ?_⟩
  · rintro (_ | i)
    · exact hq
    · change inner 𝕜 (p i - inner 𝕜 ft (p i) • q) (φt i) = 1
      rw [inner_sub_left, inner_smul_left, h0 i, mul_zero, sub_zero]
      exact h.1 i
  · rintro (_ | i) (_ | j) hij
    · exact absurd rfl hij
    · exact h0 j
    · -- the subtraction removes the overlap of the old projector with the new wave
      change inner 𝕜 (p i - inner 𝕜 ft (p i) • q) ft = 0
      rw [inner_sub_left, inner_smul_left, inner_conj_symm, hq, mul_one, sub_self]
    · change inner 𝕜 (p i - inner 𝕜 ft (p i) • q) (φt j) = 0
      rw [inner_sub_left, inner_smul_left, h0 j, mul_zero, sub_zero]
      exact h.2 i j (fun e => hij (by rw [e]))

variable [Fintype ι]

/-- The PAW transformation `T x = x + ∑ i, ⟨p i, x⟩ (φ i - φt i)` with projectors `p`,
all-electron partial waves `φ` and pseudo partial waves `φt`. -/
def transform (p φ φt : ι → E) : E →ₗ[𝕜] E where
  toFun x := x + ∑ i, inner 𝕜 (p i) x • (φ i - φt i)
  map_add' x y := by
    simp only [inner_add_right, add_smul, Finset.sum_add_distrib]
    abel
  map_smul' c x := by
    simp only [inner_smul_right, mul_smul, smul_add, Finset.smul_sum, RingHom.id_apply]

/-- The PAW transformation written out on a pseudo wave function `x`. -/
theorem transform_apply (p φ φt : ι → E) (x : E) :
    transform 𝕜 p φ φt x = x + ∑ i, inner 𝕜 (p i) x • (φ i - φt i) := rfl

/-- For biorthogonal projectors and pseudo waves, the PAW transformation takes each pseudo
partial wave to its all-electron partner. -/
theorem transform_partialWave {p φ φt : ι → E} (h : Biorthogonal 𝕜 p φt) (j : ι) :
    transform 𝕜 p φ φt (φt j) = φ j := by
  rw [transform_apply, Finset.sum_eq_single j]
  · rw [h.1 j, one_smul, add_sub_cancel]
  · intro i _ hij
    rw [h.2 i j hij, zero_smul]
  · intro hj
    exact absurd (Finset.mem_univ j) hj

/-- Adding the waves `f`, `ft` and the projector `q` changes the PAW transformation `T` by the
single term `⟨q, x⟩ (f - T ft)`, if the old projectors are corrected as in `addProjector`. -/
theorem transform_addWave (p φ φt : ι → E) (q f ft x : E) :
    transform 𝕜 (addProjector 𝕜 p q ft) (addWave φ f) (addWave φt ft) x =
      transform 𝕜 p φ φt x + inner 𝕜 q x • (f - transform 𝕜 p φ φt ft) := by
  have h : ∀ i, inner 𝕜 (p i - inner 𝕜 ft (p i) • q) x =
      inner 𝕜 (p i) x - inner 𝕜 (p i) ft * inner 𝕜 q x := by
    intro i
    rw [inner_sub_left, inner_smul_left, inner_conj_symm]
  -- the corrections of the old projectors add up to `⟨q, x⟩` times the old augmentation of `ft`
  have hs : ∑ i, (inner 𝕜 (p i) ft * inner 𝕜 q x) • (φ i - φt i) =
      inner 𝕜 q x • ∑ i, inner 𝕜 (p i) ft • (φ i - φt i) := by
    rw [Finset.smul_sum]
    refine Finset.sum_congr rfl fun i _ => ?_
    rw [smul_smul, mul_comm]
  have hsum : ∑ i, (inner 𝕜 (p i) x - inner 𝕜 (p i) ft * inner 𝕜 q x) • (φ i - φt i) =
      ∑ i, inner 𝕜 (p i) x • (φ i - φt i) -
        inner 𝕜 q x • ∑ i, inner 𝕜 (p i) ft • (φ i - φt i) := by
    rw [← hs, ← Finset.sum_sub_distrib]
    exact Finset.sum_congr rfl fun i _ => sub_smul _ _ _
  simp only [transform_apply, Fintype.sum_option, addProjector, addWave, h]
  rw [hsum]
  module

/-- If the new projector has overlap one with the new pseudo wave `ft`, the extra partial wave
leaves the PAW transformation `T` unchanged exactly when `T ft = f` already holds. Here the old
projectors are corrected as in `addProjector`. -/
theorem transform_addWave_eq_iff (p φ φt : ι → E) {q f ft : E} (hq : inner 𝕜 q ft = 1) :
    transform 𝕜 (addProjector 𝕜 p q ft) (addWave φ f) (addWave φt ft) = transform 𝕜 p φ φt ↔
      transform 𝕜 p φ φt ft = f := by
  constructor
  · intro h
    -- compare the two maps on the new pseudo wave
    have h1 := LinearMap.congr_fun h ft
    rw [transform_addWave, hq, one_smul, add_sub_cancel] at h1
    exact h1.symm
  · intro h
    refine LinearMap.ext fun x => ?_
    rw [transform_addWave, h, sub_self, smul_zero, add_zero]

/-- The change that the extra partial wave makes in the transformed function has the norm
`|⟨q, x⟩| ‖f - T ft‖`, where `T` is the old PAW transformation and the old projectors are corrected
as in `addProjector`. -/
theorem norm_transform_addWave_sub (p φ φt : ι → E) (q f ft x : E) :
    ‖transform 𝕜 (addProjector 𝕜 p q ft) (addWave φ f) (addWave φt ft) x -
      transform 𝕜 p φ φt x‖ = ‖inner 𝕜 q x‖ * ‖f - transform 𝕜 p φ φt ft‖ := by
  rw [transform_addWave, add_sub_cancel_left, norm_smul]

/-- In the real plane, the projector `(1,0)` with pseudo wave `(1,0)` and all-electron wave
`(2,0)`, enlarged by `q = (0,1)` and `ft = (1,1)`, meets the overlap conditions, and the old
transformation takes `ft` to `(2,1)`. -/
theorem addWave_witness :
    Biorthogonal ℝ (fun _ : Fin 1 => (!₂[1, 0] : EuclideanSpace ℝ (Fin 2)))
      (fun _ => !₂[1, 0]) ∧
    inner ℝ (!₂[0, 1] : EuclideanSpace ℝ (Fin 2)) !₂[1, 1] = 1 ∧
    inner ℝ (!₂[0, 1] : EuclideanSpace ℝ (Fin 2)) !₂[1, 0] = 0 ∧
    transform ℝ (fun _ : Fin 1 => (!₂[1, 0] : EuclideanSpace ℝ (Fin 2)))
      (fun _ => !₂[2, 0]) (fun _ => !₂[1, 0]) !₂[1, 1] = !₂[2, 1] := by
  refine ⟨⟨fun i => ?_, fun i j hij => absurd (Subsingleton.elim i j) hij⟩, ?_, ?_, ?_⟩
  · -- expand into components before simplifying
    simp only [PiLp.inner_apply, Fin.sum_univ_two]
    simp
  · simp [PiLp.inner_apply, Fin.sum_univ_two]
  · simp [PiLp.inner_apply, Fin.sum_univ_two]
  · ext i
    fin_cases i <;> simp [transform_apply, PiLp.inner_apply, Fin.sum_univ_two]

end PAWPartialWaves
```

```lean
#print axioms PAWPartialWaves.biorthogonal_addWave
#print axioms PAWPartialWaves.transform_partialWave
#print axioms PAWPartialWaves.transform_addWave_eq_iff
#print axioms PAWPartialWaves.norm_transform_addWave_sub
```

```
'PAWPartialWaves.biorthogonal_addWave' depends on axioms: [propext, Classical.choice, Quot.sound]
'PAWPartialWaves.transform_partialWave' depends on axioms: [propext, Classical.choice, Quot.sound]
'PAWPartialWaves.transform_addWave_eq_iff' depends on axioms: [propext, Classical.choice, Quot.sound]
'PAWPartialWaves.norm_transform_addWave_sub' depends on axioms: [propext, Classical.choice, Quot.sound]
```

## From the overlaps to the equivalence

`biorthogonal_addWave` splits each index into new and old. For an old projector, `inner_sub_left` and `inner_smul_left` expand the overlap. The conditions on q, together with the old biorthogonality when an old projector meets an old wave, finish the cases. When the old projector meets the new wave, `inner_conj_symm` turns the conjugate of ⟨f̃, p_i⟩ into ⟨p_i, f̃⟩, and the two terms cancel.

`transform_partialWave` proves T φ̃_j = φ_j. `Finset.sum_eq_single` reduces the sum to its term at j, as biorthogonality does in the derivation.

`transform_addWave` contains the main computation. Its step `h` is the formula for ⟨p'_i, x⟩. Step `hs` takes the common factor ⟨q, x⟩ out of the sum of corrections, and `hsum` separates that sum from the old one. `Fintype.sum_option` splits the sum over the enlarged index set into the new term and the old ones, and `module` does the final collection of vectors.

In `transform_addWave_eq_iff`, the forward direction applies `LinearMap.congr_fun` to compare the two maps at f̃, and the overlap ⟨q, f̃⟩ = 1 leaves f = T f̃. The reverse direction takes an arbitrary x and inserts T f̃ = f into the update formula, whose extra term becomes zero.

`norm_transform_addWave_sub` subtracts T x in the update formula and uses `norm_smul`, the rule that the norm of a scalar multiple is the product of the norms. Finally, `addWave_witness` checks the plane example by components: the old pair is biorthogonal, q has the two required overlaps, and T f̃ = (2,1). The hypotheses are thus met in a case where the old projector really does need correcting.
